# Fejér-damped Fourier interpolation on a uniform mesh keeps a band within the range of its mesh energies

## Two mesh points

Suppose that the energy of a one-dimensional band is known at only two wave numbers, $g_0$ at $k=0$ and $g_1$ at $k=1/2$, with $k$ in units of the reciprocal lattice vector. Energies in between are wanted. The discrete Fourier coefficients are $c_0=(g_0+g_1)/2$ and $c_{1}=c_{-1}=(g_0-g_1)/2$. Give the harmonics $m=\pm1$ the damping factor $1/2$ and sum:

$$\frac{g_0+g_1}{2}+\frac{g_0-g_1}{2}\cos 2\pi k=g_0\cos^2\pi k+g_1\sin^2\pi k .$$

The two factors on the right are nonnegative and add up to one. The result is an average of the known energies, so it cannot leave the interval between them.

## Overshoot on three points

Ordinary Fourier interpolation lacks this property. Take three mesh points with energies $1,0,0$. All coefficients equal $1/3$, and the usual interpolant with $|m|\le1$ is $(1+2\cos2\pi k)/3$. It matches the data, but at $k=1/2$ it equals $-1/3$, below every given energy. If the Fermi level lies slightly below zero, this creates a crossing that the data do not contain.

For $N\ge1$ mesh points $r/N$ with real energies $g_r$, $0\le r<N$, define

$$c_m=\frac1N\sum_{r=0}^{N-1}g_r\,e^{-2\pi i mr/N},\qquad
D(k)=\sum_{|m|<N}\Bigl(1-\frac{|m|}{N}\Bigr)c_m\,e^{2\pi i mk}.$$

In the three-point example $D(1/2)=1/9$, which lies inside $[0,1]$.

## Range and mesh values as Lean statements

The theorem `damped_mem_Icc` says: if $N\ge1$ and every $g_r$ with $r<N$ lies in $[a,b]$, then for every real $k$ there is a real number $E$ in $[a,b]$ with $D(k)=E$. The theorem `damped_grid` adds that $D(j/N)=g_j$ for every $j<N$.

- `phase x` is $e^{2\pi i x}$, so $k$ is in reduced units and $k=1$ is a full reciprocal lattice vector.
- `g : ℕ → ℝ` holds the energies. It is defined for all natural numbers, but only its first $N$ values enter.
- `coeff N g m` is $c_m$, with the minus sign and the factor $1/N$ placed in the coefficient.
- `damped N g k` is $D(k)$. Its type is complex, so its being real is part of the conclusion. The index set `Ioo (-(N : ℤ)) N` is the set of integers with $|m|<N$.
- `weight N x` is the averaging factor derived below. It is not the k-point weight of a Brillouin-zone sum, and it is the textbook Fejér kernel divided by $N$.

The setting is a single band on a uniform one-dimensional mesh that contains $k=0$. Fejér's name is usually attached to convergence as the number of harmonics grows; here $N$ is fixed and no limit is taken. The step left to the physicist is the one from $D(k)$ to the true band energy between mesh points, which may well lie outside $[a,b]$.

## The damped kernel is a squared modulus

Define
$$w(x)=\frac1{N^2}\Bigl|\sum_{s=0}^{N-1}e^{2\pi i sx}\Bigr|^2\ge0 .$$
Expanding the square gives $\sum_{s,t}e^{2\pi i(s-t)x}$. The difference $s-t=m$ occurs for $N-|m|$ pairs, hence

$$N^2w(x)=\sum_{|m|<N}(N-|m|)\,e^{2\pi i mx},\qquad
\sum_{|m|<N}\Bigl(1-\frac{|m|}N\Bigr)e^{2\pi i mx}=N\,w(x).$$

Now insert $c_m$ into $D(k)$ and exchange the two sums:

$$D(k)=\sum_{r}\frac{g_r}{N}\sum_{|m|<N}\Bigl(1-\frac{|m|}N\Bigr)e^{2\pi i m(k-r/N)}=\sum_r g_r\,w(k-r/N).$$

This is real, since the $g_r$ and $w$ are.

## The weights add up to one

Apply the last formula to the constant band $g_r=1$. Its right-hand side is $\sum_r w(k-r/N)$. On the left, $c_0=1$. For $0<|m|<N$ the coefficient is a geometric sum with ratio $z=e^{-2\pi i m/N}$. Here $z\ne1$, because $m$ is not a multiple of $N$, while $z^N=1$, so

$$c_m=\frac1N\,\frac{z^N-1}{z-1}=0 .$$

Only $m=0$ survives, $D(k)=1$, and therefore $\sum_r w(k-r/N)=1$. With $a\le g_r\le b$ and $w\ge0$,

$$a=\sum_r a\,w(k-r/N)\le D(k)\le\sum_r b\,w(k-r/N)=b .$$

At a mesh point $k=j/N$, the term $r=j$ has $w(0)=1$. For $r\ne j$ the sum inside $w$ is again a geometric sum over the mesh and vanishes. Hence $D(j/N)=g_j$.

## One energy out of range, or no mesh

The bound on the energies is needed at every mesh point. Take $N=2$, $g_0=0$, $g_1=2$ and $[a,b]=[0,1]$: then $D(1/2)=2$. The condition $N\ge1$ is needed too: for $N=0$ the sum is empty and equals $0$, the condition on the energies is vacuous, and the conclusion fails for $[a,b]=[1,2]$.

## From FFT output to a dense k list

In a calculation, the mesh energies go through a forward FFT, and division by $N$ gives $c_0,\dots,c_{N-1}$. Negative harmonics follow from $c_{n-N}=c_n$. Each output with $n\ge1$ is thus used twice: with factor $1-n/N$ for the harmonic $n$, and with factor $n/N$ for the harmonic $n-N$. The sum is then evaluated at each $k$ of a denser list. For a single band in one dimension, the interpolated energies stay within the range of the computed ones; if the $g_r$ are instead occupations that lie in $[0,1]$, the interpolated occupations lie there too.

The price is a wrong slope. At a mesh point each weight is at its minimum $0$ or its maximum $1$, so the slope of $D$ is zero there, whatever the slope of the true band. The density of states of the curve $D$ therefore diverges at every mesh energy, even where that of the true band is finite. Between mesh points the slope can be too large: for mesh energies taken from the band $\cos2\pi k$ with $N\ge3$, the slope of $D$ midway between neighbouring mesh points is $2(1-1/N)$ times the true one. Neither group velocities nor a finely resolved density of states should be taken from $D$. These remarks about slopes are elementary additions to the two theorems.

## Definitions and theorems in Lean

```lean
import Mathlib

open Real Finset

namespace DampedBandInterpolation

noncomputable section

/-- The Bloch phase `exp(2πix)`, with `x` in reduced units. -/
def phase (x : ℝ) : ℂ := Complex.exp ((2 * π * x : ℝ) * Complex.I)

/-- The discrete Fourier coefficient `c_m` of the band energies `g_r` on a mesh of `N ≥ 1`
points. -/
def coeff (N : ℕ) (g : ℕ → ℝ) (m : ℤ) : ℂ :=
  (1 / (N : ℂ)) * ∑ r ∈ range N, (g r : ℂ) * phase (-((m : ℝ) * r / N))

/-- The Fejér-damped Fourier interpolant of the band at wave number `k`, for `N ≥ 1`. -/
def damped (N : ℕ) (g : ℕ → ℝ) (k : ℝ) : ℂ :=
  ∑ m ∈ Ioo (-(N : ℤ)) N, (1 - ((|m| : ℤ) : ℂ) / N) * coeff N g m * phase ((m : ℝ) * k)

/-- The squared modulus of the sum of `N` successive phases, divided by `N²`, for `N ≥ 1`. -/
def weight (N : ℕ) (x : ℝ) : ℝ :=
  ‖∑ s ∈ range N, phase ((s : ℝ) * x)‖ ^ 2 / (N : ℝ) ^ 2

/-- Phases multiply when their arguments add. -/
theorem phase_add (x y : ℝ) : phase (x + y) = phase x * phase y := by
  simp only [phase]
  rw [← Complex.exp_add]
  congr 1
  push_cast
  ring

/-- A sum over pairs of sites that depends only on their separation `m` counts each
separation `N - |m|` times. -/
theorem sum_triangle (f : ℤ → ℂ) (N : ℕ) :
    ∑ m ∈ Ioo (-(N : ℤ)) N, ((N : ℂ) - ((|m| : ℤ) : ℂ)) * f m
      = ∑ s ∈ range N, ∑ t ∈ range N, f ((s : ℤ) - (t : ℤ)) := by
  -- the separations of a new site from itself and, in both orders, from the old ones fill a
  -- symmetric window
  have window : ∀ n : ℕ, ∑ m ∈ Ioo (-((n : ℤ) + 1)) ((n : ℤ) + 1), f m = f 0 +
      (∑ s ∈ range n, f ((s : ℤ) - n) + ∑ s ∈ range n, f ((n : ℤ) - s)) := by
    intro n
    induction n with
    | zero =>
      have h : Ioo (-(((0 : ℕ) : ℤ) + 1)) (((0 : ℕ) : ℤ) + 1) = {0} := by
        ext m
        simp only [mem_Ioo, mem_singleton]
        omega
      rw [h]
      simp
    | succ n ih =>
      have hset : Ioo (-(((n + 1 : ℕ) : ℤ) + 1)) (((n + 1 : ℕ) : ℤ) + 1)
          = insert ((n : ℤ) + 1) (insert (-((n : ℤ) + 1))
            (Ioo (-((n : ℤ) + 1)) ((n : ℤ) + 1))) := by
        ext m
        simp only [mem_Ioo, mem_insert]
        omega
      rw [hset, sum_insert (by simp only [mem_insert, mem_Ioo]; omega),
        sum_insert (by simp only [mem_Ioo]; omega), ih, sum_range_succ', sum_range_succ']
      simp only [Nat.cast_add, Nat.cast_one, Nat.cast_zero, add_sub_add_right_eq_sub,
        zero_sub, sub_zero]
      ring
  induction N with
  | zero => simp
  | succ n ih =>
    have hsub : ∑ m ∈ Ioo (-(n : ℤ)) n, ((n : ℂ) - ((|m| : ℤ) : ℂ)) * f m
        = ∑ m ∈ Ioo (-((n : ℤ) + 1)) ((n : ℤ) + 1), ((n : ℂ) - ((|m| : ℤ) : ℂ)) * f m := by
      apply sum_subset <;> intro m hm
      · simp only [mem_Ioo] at hm ⊢
        omega
      · intro hm'
        simp only [mem_Ioo] at hm hm'
        have h : m = n ∨ m = -(n : ℤ) := by omega
        have habs : |m| = (n : ℤ) := by rcases h with h | h <;> simp [h]
        rw [habs]
        simp
    have hsplit : ∑ m ∈ Ioo (-((n + 1 : ℕ) : ℤ)) ((n + 1 : ℕ) : ℤ),
          (((n + 1 : ℕ) : ℂ) - ((|m| : ℤ) : ℂ)) * f m
        = ∑ m ∈ Ioo (-((n : ℤ) + 1)) ((n : ℤ) + 1), ((n : ℂ) - ((|m| : ℤ) : ℂ)) * f m
          + ∑ m ∈ Ioo (-((n : ℤ) + 1)) ((n : ℤ) + 1), f m := by
      rw [← sum_add_distrib, Nat.cast_succ (R := ℤ)]
      refine sum_congr rfl fun m _ => ?_
      rw [Nat.cast_succ]
      ring
    rw [hsplit, ← hsub, ih, window]
    simp only [sum_range_succ, sum_add_distrib, sub_self]
    ring

/-- The phases of a harmonic `m ≠ 0` with `|m| < N` sum to zero over the mesh. -/
theorem grid_sum (N : ℕ) (m : ℤ) (hm : m ≠ 0) (h1 : -(N : ℤ) < m) (h2 : m < N) :
    ∑ s ∈ range N, phase ((s : ℝ) * ((m : ℝ) / N)) = 0 := by
  have hNz : (0 : ℤ) < N := by omega
  have hNr : (N : ℝ) ≠ 0 := by exact_mod_cast hNz.ne'
  have hpow : ∀ s : ℕ, phase ((s : ℝ) * ((m : ℝ) / N)) = phase ((m : ℝ) / N) ^ s := by
    intro s
    simp only [phase]
    rw [← Complex.exp_nat_mul]
    congr 1
    push_cast
    ring
  have hz : phase ((m : ℝ) / N) ≠ 1 := by
    intro h
    obtain ⟨q, hq⟩ := Complex.exp_eq_one_iff.mp h
    have h3 : ((2 * π * ((m : ℝ) / N) : ℝ) : ℂ) = ((2 * π * (q : ℝ) : ℝ) : ℂ) := by
      apply mul_right_cancel₀ Complex.I_ne_zero
      rw [hq]
      push_cast
      ring
    have h4 := mul_left_cancel₀ Real.two_pi_pos.ne' (Complex.ofReal_injective h3)
    have h5 : (m : ℝ) = N * q := by rw [(div_eq_iff hNr).mp h4, mul_comm]
    have h6 : m = N * q := by exact_mod_cast h5
    rcases lt_trichotomy q 0 with h | h | h
    · nlinarith
    · exact hm (by rw [h6, h, mul_zero])
    · nlinarith
  have hzN : phase ((m : ℝ) / N) ^ N = 1 := by
    rw [← hpow, mul_div_cancel₀ _ hNr]
    exact Complex.exp_eq_one_iff.mpr ⟨m, by push_cast; ring⟩
  rw [sum_congr rfl (fun s _ => hpow s), geom_sum_eq hz, hzN]
  simp

/-- For `N ≥ 1` the damped sum of harmonics is `N` times the weight. -/
theorem fejer_kernel (N : ℕ) (hN : 0 < N) (x : ℝ) :
    ∑ m ∈ Ioo (-(N : ℤ)) N, (1 - ((|m| : ℤ) : ℂ) / N) * phase ((m : ℝ) * x)
      = (N : ℂ) * (weight N x : ℂ) := by
  have hNc : (N : ℂ) ≠ 0 := by exact_mod_cast hN.ne'
  have hconj : ∀ y : ℝ, starRingEnd ℂ (phase y) = phase (-y) := by
    intro y
    simp only [phase]
    rw [← Complex.exp_conj, map_mul, Complex.conj_ofReal, Complex.conj_I]
    congr 1
    push_cast
    ring
  -- the squared modulus is a double sum over site separations
  have hS : ((‖∑ s ∈ range N, phase ((s : ℝ) * x)‖ ^ 2 : ℝ) : ℂ)
      = ∑ s ∈ range N, ∑ t ∈ range N, phase ((((s : ℤ) - (t : ℤ) : ℤ) : ℝ) * x) := by
    rw [← Complex.normSq_eq_norm_sq, ← Complex.mul_conj, map_sum, sum_mul_sum]
    refine sum_congr rfl fun s _ => sum_congr rfl fun t _ => ?_
    rw [hconj, ← phase_add]
    congr 1
    push_cast
    ring
  have h := sum_triangle (fun m : ℤ => phase ((m : ℝ) * x)) N
  beta_reduce at h
  have hcancel : ∀ S : ℂ, 1 / (N : ℂ) * S = N * (S / (N : ℂ) ^ 2) := fun S => by field_simp
  calc _ = (1 / (N : ℂ)) * ∑ m ∈ Ioo (-(N : ℤ)) N,
        ((N : ℂ) - ((|m| : ℤ) : ℂ)) * phase ((m : ℝ) * x) := by
        rw [mul_sum]
        refine sum_congr rfl fun m _ => ?_
        rw [one_sub_div hNc]
        ring
    _ = _ := by
        rw [h, ← hS, weight, Complex.ofReal_div, Complex.ofReal_pow (N : ℝ),
          Complex.ofReal_natCast]
        exact hcancel _

/-- For `N ≥ 1` the damped interpolant is the sum of the grid energies multiplied by the
weights centred at their grid points. -/
theorem damped_eq (N : ℕ) (hN : 0 < N) (g : ℕ → ℝ) (k : ℝ) :
    damped N g k = ((∑ r ∈ range N, g r * weight N (k - (r : ℝ) / N) : ℝ) : ℂ) := by
  have hNc : (N : ℂ) ≠ 0 := by exact_mod_cast hN.ne'
  calc damped N g k = ∑ m ∈ Ioo (-(N : ℤ)) N, ∑ r ∈ range N, ((g r : ℂ) / N) *
        ((1 - ((|m| : ℤ) : ℂ) / N) * phase ((m : ℝ) * (k - (r : ℝ) / N))) := by
        unfold damped coeff
        refine sum_congr rfl fun m _ => ?_
        rw [mul_sum, mul_sum, sum_mul]
        refine sum_congr rfl fun r _ => ?_
        have h : phase ((m : ℝ) * (k - (r : ℝ) / N))
            = phase (-((m : ℝ) * r / N)) * phase ((m : ℝ) * k) := by
          rw [← phase_add]
          congr 1
          ring
        rw [h]
        ring
    _ = _ := by
        rw [sum_comm, Complex.ofReal_sum]
        refine sum_congr rfl fun r _ => ?_
        rw [← mul_sum, fejer_kernel N hN, Complex.ofReal_mul]
        field_simp

/-- For `N ≥ 1` the weights centred at the grid points sum to one at every `k`. -/
theorem weight_sum (N : ℕ) (hN : 0 < N) (k : ℝ) :
    ∑ r ∈ range N, weight N (k - (r : ℝ) / N) = 1 := by
  have hNc : (N : ℂ) ≠ 0 := by exact_mod_cast hN.ne'
  -- the damped interpolant of the constant band 1 is 1: only m = 0 contributes to the sum
  have h1 : damped N (fun _ => 1) k = 1 := by
    unfold damped
    rw [sum_eq_single (0 : ℤ)]
    · simp [coeff, phase, hNc]
    · intro m hm h0
      rw [mem_Ioo] at hm
      have hc : coeff N (fun _ => 1) m = 0 := by
        rw [coeff, mul_eq_zero]
        right
        refine Eq.trans (sum_congr rfl fun r _ => ?_)
          (grid_sum N (-m) (by omega) (by omega) (by omega))
        simp only [Complex.ofReal_one, one_mul]
        congr 1
        push_cast
        ring
      rw [hc, mul_zero, zero_mul]
    · intro h
      exact absurd (mem_Ioo.mpr ⟨by omega, by omega⟩) h
  rw [damped_eq N hN] at h1
  have h2 := Complex.ofReal_injective (h1.trans Complex.ofReal_one.symm)
  simpa only [one_mul] using h2

/-- If the band energies on a mesh of `N ≥ 1` points lie in `[a, b]`, the damped interpolant
is real and lies in `[a, b]` at every real `k`. -/
theorem damped_mem_Icc (N : ℕ) (hN : 0 < N) (g : ℕ → ℝ) (a b : ℝ)
    (hg : ∀ r < N, g r ∈ Set.Icc a b) (k : ℝ) :
    ∃ E ∈ Set.Icc a b, damped N g k = (E : ℂ) := by
  have hw : ∀ x, 0 ≤ weight N x := fun x => by unfold weight; positivity
  -- the weighted average of a constant is that constant
  have hc : ∀ c : ℝ, ∑ r ∈ range N, c * weight N (k - (r : ℝ) / N) = c := fun c => by
    rw [← mul_sum, weight_sum N hN, mul_one]
  refine ⟨_, ⟨(hc a).symm.trans_le ?_, le_of_le_of_eq ?_ (hc b)⟩, damped_eq N hN g k⟩
  · exact sum_le_sum fun r hr =>
      mul_le_mul_of_nonneg_right (hg r (mem_range.mp hr)).1 (hw _)
  · exact sum_le_sum fun r hr =>
      mul_le_mul_of_nonneg_right (hg r (mem_range.mp hr)).2 (hw _)

/-- At every grid point `j / N` with `j < N` the damped interpolant equals the given band energy
`g j`. -/
theorem damped_grid (N : ℕ) (g : ℕ → ℝ) {j : ℕ} (hj : j < N) :
    damped N g ((j : ℝ) / N) = (g j : ℂ) := by
  have hN : 0 < N := by omega
  rw [damped_eq N hN, sum_eq_single j]
  · have h1 : weight N ((j : ℝ) / N - (j : ℝ) / N) = 1 := by
      simp [weight, phase, hN.ne']
    rw [h1, mul_one]
  · intro r hr hrj
    rw [mem_range] at hr
    have h2 : ∑ s ∈ range N, phase ((s : ℝ) * ((j : ℝ) / N - (r : ℝ) / N)) = 0 := by
      refine Eq.trans (sum_congr rfl fun s _ => ?_)
        (grid_sum N ((j : ℤ) - r) (by omega) (by omega) (by omega))
      congr 1
      push_cast
      ring
    rw [weight, h2]
    simp
  · intro h
    exact absurd (mem_range.mpr hj) h

end

end DampedBandInterpolation
```

```lean
#print axioms DampedBandInterpolation.damped_mem_Icc
#print axioms DampedBandInterpolation.damped_grid
```

```
'DampedBandInterpolation.damped_mem_Icc' depends on axioms: [propext, Classical.choice, Quot.sound]
'DampedBandInterpolation.damped_grid' depends on axioms: [propext, Classical.choice, Quot.sound]
```

## Counting pairs by adding one site

`sum_triangle` is the pair count, stated for an arbitrary function `f` of the separation. Where the derivation counts pairs directly, Lean uses induction on the number of sites. Passing from $n$ to $n+1$ sites raises every factor $n-|m|$ by one, which adds the sum of $f(m)$ over $|m|\le n$. The inner statement `window` identifies this with the new pairs: the new site with itself, and with each old site in both orders. The step `hsub` widens the index range at no cost, because the factor vanishes at $|m|=n$.

`fejer_kernel` turns the count into the kernel identity. Its step `hS` writes the squared modulus as a number times its complex conjugate and expands the product, using `phase_add` to combine the phases.

## Orthogonality and the average

`grid_sum` is the geometric sum. `hpow` writes the terms as powers of one ratio, `hz` shows that the ratio is not one, and `hzN` that its $N$-th power is one. For `hz`, a ratio equal to one would give $m=Nq$ with an integer $q$; the three cases for the sign of $q$ contradict either $|m|<N$ or $m\ne0$.

`damped_eq` exchanges the sums with `sum_comm` and applies `fejer_kernel` to each mesh point. `weight_sum` evaluates the constant band in two ways: directly, where `sum_eq_single` keeps only $m=0$, and through `damped_eq`.

In `damped_mem_Icc`, `hw` supplies the nonnegative weights and `hc` writes any constant as its own average. The two uses of `sum_le_sum` are the lower and upper inequalities, compared term by term. `damped_grid` starts from the same average and keeps the single term $r=j$, with `grid_sum` removing the others.
